# For skew-Hermitian matrices A and B, k Lie steps and k Strang steps differ by at most ‖A‖

How far apart are two split-step propagators for the same quantum system after many time steps? The answer depends on how distance is measured. Here operators are complex square matrices, and distance is the operator norm induced by the Euclidean norm on state vectors. Thus $\|M\|$ is the largest factor by which $M$ can stretch a state, and $\|L^k-S^k\|$ bounds the distance between the two evolved copies of any normalised state.

The generators are $A$ and $B$, typically $-i\tau T$ and $-i\tau V$ for a time step $\tau$, kinetic energy $T$ and potential $V$, with $\hbar=1$. The steps are

$$L=e^{A}e^{B},\qquad S=e^{A/2}e^{B}e^{A/2}.$$

In the code `n` is the finite set labelling the basis states, not a number of steps; the number of steps is `k`.

In Lean 4 with Mathlib:

```lean
import Mathlib

open Matrix
open NormedSpace (exp)

namespace LieStrangDrift

variable {n : Type*} [Fintype n] [DecidableEq n]

/-- One Lie splitting step, `exp(A) exp(B)`. -/
noncomputable def lieStep (A B : Matrix n n ℂ) : Matrix n n ℂ :=
  exp A * exp B

/-- One Strang splitting step, `exp(A/2) exp(B) exp(A/2)`. -/
noncomputable def strangStep (A B : Matrix n n ℂ) : Matrix n n ℂ :=
  exp ((1 / 2 : ℂ) • A) * exp B * exp ((1 / 2 : ℂ) • A)
```

The result bears on wave-packet propagation with a time-independent Hamiltonian in a finite basis: the distance between the two schemes has a bound that does not grow with the number of steps. It compares the schemes with each other, not with the exact propagator $e^{A+B}$.

## A is skew-Hermitian: the half step preserves norms

The condition $A^\dagger=-A$, written `Aᴴ = -A`, says that $A$ is $-i$ times a Hermitian energy operator multiplied by a real time. It makes the exponential unitary: $(e^A)^\dagger e^A=e^{A^\dagger}e^A=e^{-A}e^A=1$. The first two lemmas are this calculation. The third says that real multiples of $A$, in particular $A/2$, are skew-Hermitian too. The last line below selects the operator norm.

```lean
/-- The exponential of `-X` undoes the exponential of `X`. -/
lemma exp_neg_mul_exp (X : Matrix n n ℂ) : exp (-X) * exp X = 1 := by
  rw [← Matrix.exp_add_of_commute _ _ (Commute.neg_left (Commute.refl X)),
    neg_add_cancel, NormedSpace.exp_zero]

/-- The exponential of a skew-Hermitian matrix is unitary. -/
theorem exp_mem_unitary {X : Matrix n n ℂ} (hX : Xᴴ = -X) :
    exp X ∈ Matrix.unitaryGroup n ℂ := by
  rw [Matrix.mem_unitaryGroup_iff', Matrix.star_eq_conjTranspose,
    ← Matrix.exp_conjTranspose, hX]
  exact exp_neg_mul_exp X

omit [Fintype n] [DecidableEq n] in
/-- A real multiple of a skew-Hermitian matrix is skew-Hermitian. -/
lemma skew_smul {X : Matrix n n ℂ} (hX : Xᴴ = -X) {z : ℂ} (hz : z.im = 0) :
    (z • X)ᴴ = -(z • X) := by
  have h : star z = z := Complex.conj_eq_iff_im.mpr hz
  rw [Matrix.conjTranspose_smul, h, hX, smul_neg]

open scoped Matrix.Norms.L2Operator
```

Unitarity is used first to compare two commutators. Let $X$ be skew-Hermitian, $M$ any matrix, and $F(z)=e^{zX}Me^{-zX}$. The product rule gives

$$F'(z)=e^{zX}XMe^{-zX}-e^{zX}MXe^{-zX}=e^{zX}[X,M]e^{-zX}.$$

For real $z$ both outer factors are unitary, so $\|F'(z)\|=\|[X,M]\|$. The path from $z=0$ to $z=1$ therefore has length $\|[X,M]\|$, and

$$\|e^{X}Me^{-X}-M\|\le\|[X,M]\|.$$

Multiplying on the right by the unitary $e^X$ leaves the norm on the left unchanged and turns the difference into a commutator:

$$\|[e^X,M]\|\le\|[X,M]\|.$$

In the proof, `hderiv` is the equation of motion and `hbound` bounds the speed by $\|[X,M]\|$. The derivative is taken in a complex variable, so the mean value inequality is applied on the real line, described as the convex set of $z$ with zero imaginary part.

```lean
/-- For skew-Hermitian `X` and any matrix `M`, the commutator of `exp(X)` with `M` is
no larger in operator norm than the commutator of `X` with `M`. -/
theorem norm_commutator_exp_le {X : Matrix n n ℂ} (hX : Xᴴ = -X) (M : Matrix n n ℂ) :
    ‖exp X * M - M * exp X‖ ≤ ‖X * M - M * X‖ := by
  have : CompleteSpace (Matrix n n ℂ) := FiniteDimensional.complete ℂ _
  -- the Heisenberg-type equation of motion of `M` under the flow of `X`
  have hderiv : ∀ z : ℂ, HasDerivAt (fun u : ℂ => exp (u • X) * M * exp (u • (-X)))
      (exp (z • X) * (X * M - M * X) * exp (z • (-X))) z := by
    intro z
    have h1 : HasDerivAt (fun u : ℂ => exp (u • X)) (exp (z • X) * X) z := by
      apply hasDerivAt_exp_smul_const
    have h2 : HasDerivAt (fun u : ℂ => exp (u • (-X))) ((-X) * exp (z • (-X))) z := by
      apply hasDerivAt_exp_smul_const'
    refine ((h1.mul_const M).fun_mul h2).congr_deriv ?_
    simp only [sub_eq_add_neg, mul_add, add_mul, neg_mul, mul_neg, mul_assoc]
  -- for real times the flow is unitary, so the speed is constant
  have hbound : ∀ z ∈ {z : ℂ | z.im = 0},
      ‖exp (z • X) * (X * M - M * X) * exp (z • (-X))‖ ≤ ‖X * M - M * X‖ := by
    intro z hz
    have hu := exp_mem_unitary (skew_smul hX hz)
    have hv := exp_mem_unitary
      (skew_smul (X := -X) (by rw [Matrix.conjTranspose_neg, hX]) hz)
    rw [CStarRing.norm_mul_mem_unitary _ hv, CStarRing.norm_mem_unitary_mul _ hu]
  have hs : Convex ℝ {z : ℂ | z.im = 0} := by
    intro x hx y hy a b _ _ _
    have hx' : x.im = 0 := hx
    have hy' : y.im = 0 := hy
    simp [hx', hy']
  have h0 : (0 : ℂ) ∈ {z : ℂ | z.im = 0} := Complex.zero_im
  have h1 : (1 : ℂ) ∈ {z : ℂ | z.im = 0} := Complex.one_im
  have h := Convex.norm_image_sub_le_of_norm_hasDerivWithin_le
    (fun z _ => (hderiv z).hasDerivWithinAt) hbound hs h0 h1
  simp only [one_smul, zero_smul, NormedSpace.exp_zero, one_mul, mul_one, sub_zero,
    norm_one] at h
  calc ‖exp X * M - M * exp X‖ = ‖(exp X * M * exp (-X) - M) * exp X‖ := by
        rw [sub_mul, mul_assoc (exp X * M), exp_neg_mul_exp, mul_one]
    _ = ‖exp X * M * exp (-X) - M‖ :=
        CStarRing.norm_mul_mem_unitary _ (exp_mem_unitary hX)
    _ ≤ ‖X * M - M * X‖ := h
```

Now put $U=e^{A/2}$, so that $U^2=e^A$. Then

$$US=U\,Ue^BU=e^Ae^BU=LU,$$

and moving $U$ past one factor at a time gives $US^k=L^kU$. The two steps are thus related by a unitary change of basis. Since $U$ preserves norms,

$$\|L^k-S^k\|=\|UL^k-US^k\|=\|UL^k-L^kU\|\le\tfrac12\|[A,L^k]\|,$$

where the last inequality is the commutator estimate with $X=A/2$ and $M=L^k$. In the code, `SemiconjBy` expresses $US=LU$, `pow_right` raises it to the power $k$, and the `calc` block is the displayed chain. Nothing has been assumed about $B$ so far.

```lean
/-- For skew-Hermitian `A` and any `B`, the distance between `k` Lie steps and `k` Strang
steps is at most half the norm of the commutator of `A` with the `k`-step Lie propagator. -/
theorem drift_le_commutator {A : Matrix n n ℂ} (hA : Aᴴ = -A) (B : Matrix n n ℂ) (k : ℕ) :
    ‖lieStep A B ^ k - strangStep A B ^ k‖
      ≤ 1 / 2 * ‖A * lieStep A B ^ k - lieStep A B ^ k * A‖ := by
  have hH : ((1 / 2 : ℂ) • A)ᴴ = -((1 / 2 : ℂ) • A) := skew_smul hA (by norm_num)
  have hUU : exp ((1 / 2 : ℂ) • A) * exp ((1 / 2 : ℂ) • A) = exp A := by
    rw [← Matrix.exp_add_of_commute _ _ (Commute.refl _), ← add_smul]
    norm_num
  -- the half step carries Strang steps into Lie steps
  have hs : SemiconjBy (exp ((1 / 2 : ℂ) • A)) (strangStep A B) (lieStep A B) := by
    unfold SemiconjBy strangStep lieStep
    rw [← hUU]
    simp only [mul_assoc]
  have hk := (hs.pow_right k).eq
  calc ‖lieStep A B ^ k - strangStep A B ^ k‖
      = ‖exp ((1 / 2 : ℂ) • A) * (lieStep A B ^ k - strangStep A B ^ k)‖ :=
        (CStarRing.norm_mem_unitary_mul _ (exp_mem_unitary hH)).symm
    _ = ‖exp ((1 / 2 : ℂ) • A) * lieStep A B ^ k
          - lieStep A B ^ k * exp ((1 / 2 : ℂ) • A)‖ := by rw [mul_sub, hk]
    _ ≤ ‖((1 / 2 : ℂ) • A) * lieStep A B ^ k - lieStep A B ^ k * ((1 / 2 : ℂ) • A)‖ :=
        norm_commutator_exp_le hH _
    _ = 1 / 2 * ‖A * lieStep A B ^ k - lieStep A B ^ k * A‖ := by
        rw [smul_mul_assoc, mul_smul_comm, ← smul_sub, norm_smul]
        norm_num
```

The argument also uses the same $A$, and so the same $U$, in every step. If the time step changes along the way, the half steps generally differ from one step to the next, and the proof of $US^k=L^kU$ does not carry over.

If $A$ is allowed to be Hermitian, the bound by $\|A\|$ can fail at the first step. Let $\sigma_x,\sigma_z$ be Pauli matrices, $A=\alpha\sigma_z$ and $B=i\frac{\pi}{2}\sigma_x$, so that $e^B=i\sigma_x$. Since $\sigma_x$ anticommutes with $\sigma_z$, the two half steps in $S$ cancel, and

$$S=i\sigma_x,\qquad L-S=(e^{\alpha\sigma_z}-1)\,i\sigma_x.$$

For real $\alpha>0$ the norm of the difference is $e^\alpha-1$, which exceeds $\|A\|=\alpha$.

## B is skew-Hermitian: the k-step propagator does not amplify

For $B$ the same condition describes a real potential acting for a real time. It makes $e^B$ unitary, hence also $L$ and $L^k$. It enters only when the commutator is estimated. For any complex number $c$, the multiple $c\cdot1$ of the identity commutes with $L^k$, so

$$\tfrac12\|[A,L^k]\|=\tfrac12\|[A-c,L^k]\|\le\tfrac12\big(\|(A-c)L^k\|+\|L^k(A-c)\|\big)=\|A-c\|.$$

In the proof, `hL` is the unitarity of $L^k$, `hc` inserts the constant, and `norm_sub_le` is the triangle inequality.

```lean
/-- For skew-Hermitian `A` and `B`, the `k`-step Lie and Strang propagators differ in operator
norm by at most `‖A - c‖`, for every number of steps `k` and every complex number `c`. -/
theorem lie_strang_drift_le {A B : Matrix n n ℂ} (hA : Aᴴ = -A) (hB : Bᴴ = -B)
    (c : ℂ) (k : ℕ) :
    ‖lieStep A B ^ k - strangStep A B ^ k‖ ≤ ‖A - c • (1 : Matrix n n ℂ)‖ := by
  have hL : lieStep A B ^ k ∈ Matrix.unitaryGroup n ℂ :=
    pow_mem (mul_mem (exp_mem_unitary hA) (exp_mem_unitary hB)) k
  have h0 := drift_le_commutator hA B k
  -- a multiple of the identity drops out of the commutator
  have hc : A * lieStep A B ^ k - lieStep A B ^ k * A
      = (A - c • (1 : Matrix n n ℂ)) * lieStep A B ^ k
        - lieStep A B ^ k * (A - c • (1 : Matrix n n ℂ)) := by
    rw [sub_mul, mul_sub, smul_mul_assoc, mul_smul_comm, one_mul, mul_one]
    abel
  have h := norm_sub_le ((A - c • (1 : Matrix n n ℂ)) * lieStep A B ^ k)
    (lieStep A B ^ k * (A - c • (1 : Matrix n n ℂ)))
  rw [CStarRing.norm_mul_mem_unitary _ hL, CStarRing.norm_mem_unitary_mul _ hL] at h
  rw [hc] at h0
  linarith
```

For an arbitrary $B$ no bound independent of $k$ holds. Take $A=i\pi\sigma_z$ and $B=b\sigma_x$ with real $b>0$. Then $e^A=-1$ and $U=i\sigma_z$, which gives $L=-e^{b\sigma_x}$ and $S=-e^{-b\sigma_x}$. The difference has norm

$$\|L^k-S^k\|=2\sinh(kb),$$

which grows without limit while $\|A\|=\pi$. Full unitarity of $e^B$ is more than the estimate uses, however: $\|L^k\|\le1$ would do, as for an absorbing potential that only removes norm.

## The constant c is free: only energy differences count

The number $c$ stands for the choice of the zero of energy in $A$. Shifting $A$ by an imaginary constant multiplies both propagators by the same phase, so a bound on their difference should not depend on that choice. Setting $c=0$ gives the plain bound.

```lean
/-- For skew-Hermitian `A` and `B`, the `k`-step Lie and Strang propagators differ in operator
norm by at most `‖A‖`, for every `k`. -/
theorem lie_strang_drift_le_norm {A B : Matrix n n ℂ} (hA : Aᴴ = -A) (hB : Bᴴ = -B) (k : ℕ) :
    ‖lieStep A B ^ k - strangStep A B ^ k‖ ≤ ‖A‖ := by
  have h := lie_strang_drift_le hA hB 0 k
  rwa [zero_smul, sub_zero] at h
```

Applied to a state $\psi$, this becomes a distance between vectors. The wrapper `WithLp.toLp 2` gives the list of amplitudes its Euclidean norm. The code allows unnormalised $\psi$, hence the factor $\|\psi\|$; for a normalised state the distance is at most $\|A\|$. The proof applies the matrix $L^k-S^k$ to $\psi$ and uses the defining property of the operator norm.

```lean
/-- For skew-Hermitian `A` and `B`, a state `ψ` evolved by `k` Lie steps and by `k` Strang steps
gives two states at Euclidean distance at most `‖A‖ ‖ψ‖`. -/
theorem state_drift_le {A B : Matrix n n ℂ} (hA : Aᴴ = -A) (hB : Bᴴ = -B) (k : ℕ)
    (ψ : n → ℂ) :
    ‖WithLp.toLp 2 (lieStep A B ^ k *ᵥ ψ) - WithLp.toLp 2 (strangStep A B ^ k *ᵥ ψ)‖
      ≤ ‖A‖ * ‖WithLp.toLp 2 ψ‖ := by
  rw [← WithLp.toLp_sub, ← Matrix.sub_mulVec]
  exact (Matrix.l2_opNorm_mulVec _ (WithLp.toLp 2 ψ)).trans
    (mul_le_mul_of_nonneg_right (lie_strang_drift_le_norm hA hB k) (norm_nonneg _))
```

## T and V are Hermitian and τ is real: evolution in real time

With $A=-i\tau T$ and $B=-i\tau V$, Hermitian $T$ and $V$ and real $\tau$ make both generators skew-Hermitian; this is `hskew`. Choosing $c=-i\tau E$ with a real energy $E$ gives $A-c=-i\tau(T-E)$, and therefore

$$\|L^k-S^k\|\le|\tau|\,\|T-E\|\qquad\text{for every }k.$$

The last lines of the proof take the factor $-i\tau$, of modulus $|\tau|$, out of the norm.

```lean
/-- For Hermitian `T` and `V`, a real time step `τ` and a real energy `E`, the Lie and Strang
propagators built from `exp(-iτT)` and `exp(-iτV)` differ after any number `k` of steps by at
most `|τ| ‖T - E‖`. -/
theorem timestep_drift_le {T V : Matrix n n ℂ} (hT : T.IsHermitian) (hV : V.IsHermitian)
    (τ E : ℝ) (k : ℕ) :
    ‖lieStep ((-(Complex.I * τ)) • T) ((-(Complex.I * τ)) • V) ^ k
        - strangStep ((-(Complex.I * τ)) • T) ((-(Complex.I * τ)) • V) ^ k‖
      ≤ |τ| * ‖T - (E : ℂ) • (1 : Matrix n n ℂ)‖ := by
  have hstar : star (-(Complex.I * (τ : ℂ))) = -(-(Complex.I * (τ : ℂ))) := by
    simp [mul_comm]
  have hskew : ∀ H : Matrix n n ℂ, H.IsHermitian →
      ((-(Complex.I * (τ : ℂ))) • H)ᴴ = -((-(Complex.I * (τ : ℂ))) • H) := by
    intro H hH
    rw [Matrix.conjTranspose_smul, hH.eq, hstar, neg_smul]
  have h := lie_strang_drift_le (hskew T hT) (hskew V hV) (-(Complex.I * τ) * E) k
  have hnorm : ‖-(Complex.I * (τ : ℂ))‖ = |τ| := by
    rw [norm_neg, norm_mul, Complex.norm_I, one_mul, Complex.norm_real, Real.norm_eq_abs]
  rwa [← smul_smul, ← smul_sub, norm_smul, hnorm] at h

end LieStrangDrift
```

```lean
#print axioms LieStrangDrift.lie_strang_drift_le
#print axioms LieStrangDrift.state_drift_le
#print axioms LieStrangDrift.timestep_drift_le
```

```
'LieStrangDrift.lie_strang_drift_le' depends on axioms: [propext, Classical.choice, Quot.sound]
'LieStrangDrift.state_drift_le' depends on axioms: [propext, Classical.choice, Quot.sound]
'LieStrangDrift.timestep_drift_le' depends on axioms: [propext, Classical.choice, Quot.sound]
```

In imaginary time, $\tau=-is$ with real $s$, the generators become Hermitian and the unitarity used above is lost.

The step from this model to a particle in continuous space is the passage from a finite matrix $T$ to the unbounded kinetic energy operator. On a grid $\|T\|$ is finite, but it grows as the spacing shrinks, and the bound grows with it. Since two unitary matrices are never more than 2 apart, the bound is informative only while $|\tau|\,\|T-E\|<2$.

## Merged half steps in a wave-packet calculation

A split-operator program on a grid multiplies the wavefunction by $e^{-i\tau V(x)}$, Fourier transforms it, multiplies by $e^{-i\tau p^2/2m}$ for momentum $p$ and mass $m$, and transforms back. One such cycle is the Lie step $L$. In a run of Strang steps, neighbouring kinetic half steps can be merged into full ones, and by $US^k=L^kU$

$$S^k\psi=U^{-1}L^kU\psi.$$

The Strang result is thus obtained from one kinetic half step at the start, $k$ Lie cycles, and one half step undone at the end. Leaving out both half steps gives the Lie result $L^k\psi$.

If the kinetic energies on the grid run from $0$ to $T_{\max}$, the choice $E=T_{\max}/2$ gives $\|T-E\|=T_{\max}/2$. With $\tau T_{\max}=0.2$, the two normalised states are then at most $0.1$ apart, after ten steps or ten million.

## A two-level system with α = iπ/3

Take the Pauli example again, now with skew-Hermitian $A=i\frac{\pi}{3}\sigma_z$ and $B=i\frac{\pi}{2}\sigma_x$. The difference after one step is

$$L-S=(e^{i\pi\sigma_z/3}-1)\,i\sigma_x,\qquad \|L-S\|=|e^{i\pi/3}-1|=1.$$

The bound is $\|A\|=\pi/3\approx1.047$, so it is nearly reached. For two steps, anticommutation gives

$$L^2=-e^{i\pi\sigma_z/3}\sigma_xe^{i\pi\sigma_z/3}\sigma_x=-1,\qquad S^2=(i\sigma_x)^2=-1.$$

The two propagators coincide after every even number of steps and are at distance 1 after every odd number.
